# On finitely many bins, a basis-set bias is optimal in relative entropy for a positive target exactly when the basis averages match

The collective variable is represented here by finitely many bins, and a bias by its coefficients in a fixed list of functions. Bin $i$ has a finite free energy $F_i$ and bias $V_i$, so hard walls are excluded. There is at least one bin; the basis functions may be linearly dependent.

In Lean 4 with Mathlib:

```lean
import Mathlib

open Finset

namespace FiniteBasisBias

noncomputable section

variable {ι κ : Type*} [Fintype ι] [Fintype κ]
```

At inverse temperature $\beta$, the partition function is $Z_V=\sum_i e^{-\beta(F_i+V_i)}$.

```lean
/-- Partition function of the bins with free-energy profile `F` and bias `V`. -/
def partitionFn (β : ℝ) (F V : ι → ℝ) : ℝ := ∑ i, Real.exp (-β * (F i + V i))
```

The biased law $p_V(i)=e^{-\beta(F_i+V_i)}/Z_V$ is the equilibrium distribution over bins. It stands for perfectly converged sampling, without statistical error.

```lean
/-- Biased law: the Boltzmann probability of each bin in the profile `F + V`. -/
def biased (β : ℝ) (F V : ι → ℝ) (i : ι) : ℝ :=
  Real.exp (-β * (F i + V i)) / partitionFn β F V
```

The average of an observable $g$ over a law $p$ is $\langle g\rangle_p=\sum_i p_i g_i$.

```lean
/-- Average of the observable `g` over the law `p`. -/
def avg (p g : ι → ℝ) : ℝ := ∑ i, p i * g i
```

The relative entropy is $\mathrm{KL}(p,q)=\sum_i p_i\ln(p_i/q_i)$. The target $t$, a positive normalised law, will occupy the first slot.

```lean
/-- Relative entropy (Kullback-Leibler divergence) of `p` with respect to `q`. -/
def KL (p q : ι → ℝ) : ℝ := ∑ i, p i * Real.log (p i / q i)
```

Biases in the span are $V_i=\sum_j c_j f_j(i)$, written `bias f c`. The reference bias $W$ is `bias f d`, with coefficients $d_j$.

```lean
/-- The bias with expansion coefficients `c` in the basis functions `f`. -/
def bias (f : κ → ι → ℝ) (c : κ → ℝ) (i : ι) : ℝ := ∑ j, c j * f j i
```

## (a) A positive partition function

Show that $Z_V>0$.

Every term is an exponential, hence positive, and there is at least one term. `Finset.sum_pos` uses these two facts.

```lean
lemma partitionFn_pos [Nonempty ι] (β : ℝ) (F V : ι → ℝ) : 0 < partitionFn β F V :=
  Finset.sum_pos (fun _ _ => Real.exp_pos _) Finset.univ_nonempty
```

## (b) A genuine probability law

Show that $p_V(i)>0$ for every $i$ and that $\sum_i p_V(i)=1$.

Positivity is a quotient of positive numbers. For the sum, take out the common denominator:
$$\sum_i p_V(i)=\frac{1}{Z_V}\sum_i e^{-\beta(F_i+V_i)}=\frac{Z_V}{Z_V}=1.$$

```lean
/-- The biased law is positive in every bin and normalised. -/
theorem biased_law [Nonempty ι] (β : ℝ) (F V : ι → ℝ) :
    (∀ i, 0 < biased β F V i) ∧ ∑ i, biased β F V i = 1 := by
  refine ⟨fun i => div_pos (Real.exp_pos _) (partitionFn_pos β F V), ?_⟩
  unfold biased
  rw [← Finset.sum_div]
  exact div_self (partitionFn_pos β F V).ne'
```

## (c) The logarithm of the biased law

Show that $\ln p_V(i)=-\beta(F_i+V_i)-\ln Z_V$.

The logarithm of the quotient is a difference, and $\ln e^x=x$. Both numerator and denominator are nonzero by (a).

```lean
lemma log_biased [Nonempty ι] (β : ℝ) (F V : ι → ℝ) (i : ι) :
    Real.log (biased β F V i) = -β * (F i + V i) - Real.log (partitionFn β F V) := by
  unfold biased
  rw [Real.log_div (Real.exp_pos _).ne' (partitionFn_pos β F V).ne', Real.log_exp]
```

## (d) Changing the bias

For any two biases $V,W$, show that
$$\mathrm{KL}(t,p_V)=\mathrm{KL}(t,p_W)+\beta\big(\langle V\rangle_t-\langle W\rangle_t\big)+\ln Z_V-\ln Z_W.$$

By (c), $F_i$ cancels in
$$\ln\frac{t_i}{p_V(i)}-\ln\frac{t_i}{p_W(i)}=\beta(V_i-W_i)+\ln Z_V-\ln Z_W.$$
Multiply by $t_i$ and sum, using $\sum_i t_i=1$ for the constant terms. In the proof, `h` is the identity for one bin and the final rewriting sums it.

```lean
/-- Changing the bias from `W` to `V` changes the relative entropy of `t` by the average bias
difference times `β` plus the difference of the log partition functions. -/
theorem KL_change_bias [Nonempty ι] (β : ℝ) (F V W t : ι → ℝ)
    (ht : ∀ i, 0 < t i) (hs : ∑ i, t i = 1) :
    KL t (biased β F V) = KL t (biased β F W) + β * (avg t V - avg t W)
      + (Real.log (partitionFn β F V) - Real.log (partitionFn β F W)) := by
  have h : ∀ i, t i * Real.log (t i / biased β F V i)
      = t i * Real.log (t i / biased β F W i) + β * (t i * V i - t i * W i)
        + t i * (Real.log (partitionFn β F V) - Real.log (partitionFn β F W)) := by
    intro i
    rw [Real.log_div (ht i).ne' ((biased_law β F V).1 i).ne',
      Real.log_div (ht i).ne' ((biased_law β F W).1 i).ne', log_biased, log_biased]
    ring
  unfold KL avg
  rw [Finset.sum_congr rfl (fun i _ => h i), Finset.sum_add_distrib, Finset.sum_add_distrib,
    ← Finset.mul_sum, Finset.sum_sub_distrib, ← Finset.sum_mul, hs, one_mul]
```

## (e) Gibbs' inequality

For positive normalised laws $p,q$, show that $\mathrm{KL}(p,q)\ge 0$, and that $\mathrm{KL}(p,q)=0$ forces $p=q$.

Put $x=q_i/p_i$ in $\ln x\le x-1$ and multiply by $-p_i$:
$$p_i\ln\frac{p_i}{q_i}\ge p_i-q_i.$$
Summing gives $\mathrm{KL}(p,q)\ge 1-1=0$. If the total is zero, each nonnegative difference $p_i\ln(p_i/q_i)-(p_i-q_i)$ vanishes. Since $\ln x<x-1$ for $x\ne1$, every $q_i/p_i$ equals 1. The code calls the termwise inequality `hterm`.

```lean
/-- Gibbs' inequality: the relative entropy of two positive laws is nonnegative, and it vanishes
only if they coincide. -/
theorem gibbs_inequality (p q : ι → ℝ) (hp : ∀ i, 0 < p i) (hq : ∀ i, 0 < q i)
    (hps : ∑ i, p i = 1) (hqs : ∑ i, q i = 1) :
    0 ≤ KL p q ∧ (KL p q = 0 → p = q) := by
  have hlog : ∀ i, Real.log (p i / q i) = -Real.log (q i / p i) := fun i => by
    rw [← Real.log_inv, inv_div]
  have hc : ∀ i, p i * (q i / p i) = q i := fun i => mul_div_cancel₀' (hp i).ne' (q i)
  have hterm : ∀ i, 0 ≤ p i * Real.log (p i / q i) - (p i - q i) := by
    intro i
    have h := mul_le_mul_of_nonneg_left
      (Real.log_le_sub_one_of_pos (div_pos (hq i) (hp i))) (hp i).le
    rw [hlog]
    linarith [hc i]
  have hsum : ∑ i, (p i * Real.log (p i / q i) - (p i - q i)) = KL p q := by
    rw [Finset.sum_sub_distrib, Finset.sum_sub_distrib, hps, hqs, sub_self, sub_zero, KL]
  refine ⟨hsum ▸ Finset.sum_nonneg (fun i _ => hterm i), fun h0 => ?_⟩
  rw [h0] at hsum
  funext i
  have hi := (Finset.sum_eq_zero_iff_of_nonneg (fun i _ => hterm i)).1 hsum i (Finset.mem_univ i)
  by_contra hne
  -- the logarithm lies strictly below its tangent away from 1
  have h1 : q i / p i ≠ 1 := fun h => hne (by have := hc i; rw [h, mul_one] at this; exact this)
  have h := mul_lt_mul_of_pos_left
    (Real.log_lt_sub_one_of_pos (div_pos (hq i) (hp i)) h1) (hp i)
  rw [hlog] at hi
  linarith [hc i]
where
  mul_div_cancel₀' {a : ℝ} (ha : a ≠ 0) (b : ℝ) : a * (b / a) = b := by field_simp
```

## (f) Averaging an expanded bias

Show that $\langle V\rangle_p=\sum_j c_j\langle f_j\rangle_p$ for $V=\sum_j c_jf_j$.

Exchange the finite sums:
$$\sum_i p_i\sum_j c_jf_j(i)=\sum_j c_j\sum_i p_if_j(i).$$
`Finset.sum_comm` performs the exchange.

```lean
lemma avg_bias (p : ι → ℝ) (f : κ → ι → ℝ) (c : κ → ℝ) :
    avg p (bias f c) = ∑ j, c j * avg p (f j) := by
  simp only [avg, bias, Finset.mul_sum]
  rw [Finset.sum_comm]
  exact Finset.sum_congr rfl fun j _ => Finset.sum_congr rfl fun i _ => by ring
```

## (g) The Pythagorean identity

Suppose $\langle f_j\rangle_{p_W}=\langle f_j\rangle_t$ for every $j$. Show that every $V$ in the span satisfies
$$\mathrm{KL}(t,p_V)=\mathrm{KL}(t,p_W)+\mathrm{KL}(p_W,p_V).$$

Apply (d) with $p_W$ in place of $t$. Since $\mathrm{KL}(p_W,p_W)=0$,
$$\mathrm{KL}(p_W,p_V)=\beta\big(\langle V\rangle_{p_W}-\langle W\rangle_{p_W}\big)+\ln Z_V-\ln Z_W.$$
By (f), matching basis averages let us replace both averages over $p_W$ by averages over $t$. The right side is then exactly the change in (d).

The matching condition is the hypothesis `hm`; the existence of such a $W$ is assumed. No sign of $\beta$ is needed. In the proof, `h1` and `h2` are the two uses of (d), and `ha` exchanges the averages.

```lean
/-- Pythagorean identity: if the law biased by `W = bias f d` and the target `t` give equal
averages of every basis function, the relative entropy splits for every bias in the span. -/
theorem pythagorean_identity [Nonempty ι] (β : ℝ) (F t : ι → ℝ) (f : κ → ι → ℝ) (d : κ → ℝ)
    (ht : ∀ i, 0 < t i) (hs : ∑ i, t i = 1)
    (hm : ∀ j, avg (biased β F (bias f d)) (f j) = avg t (f j)) (c : κ → ℝ) :
    KL t (biased β F (bias f c)) = KL t (biased β F (bias f d))
      + KL (biased β F (bias f d)) (biased β F (bias f c)) := by
  have hW := biased_law β F (bias f d)
  have h1 := KL_change_bias β F (bias f c) (bias f d) t ht hs
  have h2 := KL_change_bias β F (bias f c) (bias f d) _ hW.1 hW.2
  have h0 : KL (biased β F (bias f d)) (biased β F (bias f d)) = 0 :=
    Finset.sum_eq_zero fun i _ => by rw [div_self (hW.1 i).ne', Real.log_one, mul_zero]
  -- matching basis averages give matching averages of every bias in the span
  have ha : ∀ e, avg (biased β F (bias f d)) (bias f e) = avg t (bias f e) := fun e => by
    rw [avg_bias, avg_bias]
    exact Finset.sum_congr rfl fun j _ => by rw [hm j]
  rw [h0, ha, ha] at h2
  linarith
```

## (h) The slope of the log partition function

Show that
$$\left.\frac{d}{ds}\ln Z_{W+sg}\right|_{s=0}=-\beta\langle g\rangle_{p_W}.$$

Differentiate the sum term by term:
$$\left.\frac{dZ_{W+sg}}{ds}\right|_{s=0}=\sum_i(-\beta g_i)e^{-\beta(F_i+W_i)}.$$
Dividing by $Z_W$ turns the exponentials into $p_W(i)$. `hZ` is the derivative of the sum, and `hZ.log` applies the chain rule.

```lean
/-- At `s = 0`, the log partition function along `W + s g` has slope `-β` times the average of `g`
in the law biased by `W`. -/
theorem hasDerivAt_log_partitionFn [Nonempty ι] (β : ℝ) (F W g : ι → ℝ) :
    HasDerivAt (fun s : ℝ => Real.log (partitionFn β F (fun i => W i + s * g i)))
      (-β * avg (biased β F W) g) 0 := by
  have hZ : HasDerivAt (fun s : ℝ => partitionFn β F (fun i => W i + s * g i))
      (∑ i, Real.exp (-β * (F i + W i)) * (-β * g i)) 0 := by
    unfold partitionFn
    apply HasDerivAt.fun_sum
    intro i _
    have h1 : HasDerivAt (fun s : ℝ => -β * (F i + (W i + s * g i))) (-β * g i) 0 :=
      ((((hasDerivAt_id' (0 : ℝ)).mul_const (g i)).const_add (W i)).const_add
        (F i)).const_mul (-β) |>.congr_deriv (by ring)
    exact h1.exp.congr_deriv (by simp only [zero_mul, add_zero])
  have hZ0 : partitionFn β F (fun i => W i + 0 * g i) = partitionFn β F W := by
    simp only [partitionFn, zero_mul, add_zero]
  refine (hZ.log (partitionFn_pos β F _).ne').congr_deriv ?_
  show _ / partitionFn β F (fun i => W i + 0 * g i) = _
  rw [hZ0, avg, Finset.sum_div, Finset.mul_sum]
  exact Finset.sum_congr rfl fun i _ => by unfold biased; ring
```

## (i) The optimality condition

Let $\beta>0$. Show that
$$\mathrm{KL}(t,p_W)\le\mathrm{KL}(t,p_V)\ \text{for all }V\text{ in the span}\iff\langle f_j\rangle_{p_W}=\langle f_j\rangle_t\ \text{for all }j.$$

If the averages match, (g) gives $\mathrm{KL}(t,p_V)-\mathrm{KL}(t,p_W)=\mathrm{KL}(p_W,p_V)$, which is nonnegative by (e).

Conversely, let $W$ be a minimiser and shift its $j$th coefficient by $s$. By (d), the relative entropy changes by
$$s\beta\langle f_j\rangle_t+\ln Z_{W+sf_j}-\ln Z_W\ge0,$$
with equality at $s=0$. Its derivative there vanishes, so by (h)
$$\beta\big(\langle f_j\rangle_t-\langle f_j\rangle_{p_W}\big)=0,$$
and $\beta$ can be divided out. `hloc` records the minimum and `hasDerivAt_eq_zero` gives the zero derivative.

In a variationally enhanced sampling run, the same difference of averages, taken at the current bias, is the gradient for updating coefficient $j$. The target average is computed from $t$, and the biased average is estimated from the trajectory, so the updates are noisy.

```lean
/-- For `β > 0`, a bias in the span minimises the relative entropy of the target among all biases in
the span exactly when its biased law reproduces the target average of every basis function. -/
theorem optimal_iff_averages_match [Nonempty ι] (β : ℝ) (hβ : 0 < β) (F t : ι → ℝ)
    (f : κ → ι → ℝ) (d : κ → ℝ) (ht : ∀ i, 0 < t i) (hs : ∑ i, t i = 1) :
    (∀ c, KL t (biased β F (bias f d)) ≤ KL t (biased β F (bias f c))) ↔
      ∀ j, avg (biased β F (bias f d)) (f j) = avg t (f j) := by
  classical
  constructor
  · intro hmin j
    have hg := ((hasDerivAt_id' (0 : ℝ)).mul_const (β * avg t (f j))).fun_add
      (hasDerivAt_log_partitionFn β F (bias f d) (f j))
    -- shifting one coefficient by s cannot lower the relative entropy
    have hloc : IsLocalMin (fun s : ℝ => s * (β * avg t (f j)) +
        Real.log (partitionFn β F (fun i => bias f d i + s * f j i))) 0 := by
      refine Filter.Eventually.of_forall fun s => ?_
      have hb : bias f (fun k => d k + if k = j then s else 0)
          = fun i => bias f d i + s * f j i := by
        funext i
        simp [bias, add_mul, Finset.sum_add_distrib, ite_mul]
      have h := hmin (fun k => d k + if k = j then s else 0)
      rw [hb, KL_change_bias β F (fun i => bias f d i + s * f j i) (bias f d) t ht hs] at h
      have ha : avg t (fun i => bias f d i + s * f j i)
          = avg t (bias f d) + s * avg t (f j) := by
        simp only [avg, Finset.mul_sum, ← Finset.sum_add_distrib]
        exact Finset.sum_congr rfl fun i _ => by ring
      rw [ha] at h
      simp only [zero_mul, add_zero, zero_add]
      change Real.log (partitionFn β F (bias f d)) ≤ _
      linarith
    have h0 := hloc.hasDerivAt_eq_zero hg
    apply mul_left_cancel₀ hβ.ne'
    linarith
  · intro hm c
    have hW := biased_law β F (bias f d)
    have hV := biased_law β F (bias f c)
    rw [pythagorean_identity β F t f d ht hs hm c]
    linarith [(gibbs_inequality _ _ hW.1 hV.1 hW.2 hV.2).1]
```

## (j) Uniqueness up to a constant

Let $\beta>0$, let $W$ match the target averages, and let $V$ in the span have $\mathrm{KL}(t,p_V)=\mathrm{KL}(t,p_W)$. Show that $V_i=W_i+k$ for one constant $k$ and all $i$.

By (g), $\mathrm{KL}(p_W,p_V)=0$, so $p_W=p_V$ by (e). Equating the logarithms from (c) and cancelling $F_i$ gives
$$V_i=W_i+\frac{\ln Z_W-\ln Z_V}{\beta}.$$
This fixes the bias up to a constant. Its coefficients are fixed only if no combination of the basis functions, with coefficients not all zero, is constant over the bins. If the basis contains the constant function, for example, the coefficient of that function stays free.

```lean
/-- If `bias f d` matches the target averages, any bias in the span with the same relative entropy
differs from it by a constant. -/
theorem optimal_unique_up_to_constant [Nonempty ι] (β : ℝ) (hβ : 0 < β) (F t : ι → ℝ)
    (f : κ → ι → ℝ) (c d : κ → ℝ) (ht : ∀ i, 0 < t i) (hs : ∑ i, t i = 1)
    (hm : ∀ j, avg (biased β F (bias f d)) (f j) = avg t (f j))
    (he : KL t (biased β F (bias f c)) = KL t (biased β F (bias f d))) :
    ∃ k : ℝ, ∀ i, bias f c i = bias f d i + k := by
  have hW := biased_law β F (bias f d)
  have hV := biased_law β F (bias f c)
  have hp := pythagorean_identity β F t f d ht hs hm c
  have heq := (gibbs_inequality _ _ hW.1 hV.1 hW.2 hV.2).2 (by linarith)
  refine ⟨(Real.log (partitionFn β F (bias f d))
    - Real.log (partitionFn β F (bias f c))) / β, fun i => ?_⟩
  have h := congrArg Real.log (congrFun heq i)
  rw [log_biased, log_biased] at h
  apply mul_left_cancel₀ hβ.ne'
  rw [mul_add, mul_div_cancel₀ _ hβ.ne']
  linarith
```

## (k) Matched averages, unmatched law

Take three bins with $F=0$, one basis function $f=(1,0,-1)$ and $t=(1/4,1/2,1/4)$. Show that $W=0$ satisfies $\langle f\rangle_{p_W}=\langle f\rangle_t$, yet $p_V\ne t$ for every $V=cf$.

Zero bias gives $p_W=(1/3,1/3,1/3)$, and both averages are $0$. For any $c$, the outer biases cancel, so with bins numbered $0,1,2$,
$$p_V(0)\,p_V(2)=\frac1{Z_V^2}=p_V(1)^2.$$
The target has $1/16$ on the left and $1/4$ on the right. The step `key` is this product identity.

For a numerical instance of (g), choose $\beta c=\ln2$. The weights are $1/2,1,2$, so $p_V=(1/7,2/7,4/7)$ and
$$\begin{aligned}
\mathrm{KL}(t,p_W)&=\ln3-\tfrac32\ln2\approx0.0589,\\
\mathrm{KL}(p_W,p_V)&=\ln7-\ln3-\ln2\approx0.1542,\\
\mathrm{KL}(t,p_V)&=\ln7-\tfrac52\ln2\approx0.2130.
\end{aligned}$$
The first two add up to the third, exactly in logarithms and to rounding in decimals.

For simulation practice, this finite-bin example with exact averages shows that a fully optimised bias can still leave the sampled law different from the target.

```lean
/-- One antisymmetric basis function on three bins. -/
def tilt : Fin 1 → Fin 3 → ℝ := fun _ => ![1, 0, -1]

/-- A symmetric target law on three bins, peaked in the middle. -/
def peaked : Fin 3 → ℝ := ![1 / 4, 1 / 2, 1 / 4]

/-- On a flat profile the zero bias matches the average of `tilt` in the positive, normalised law
`peaked`, although no bias in the span reproduces that law. -/
theorem averages_match_witness (β : ℝ) :
    (∀ i, 0 < peaked i) ∧ ∑ i, peaked i = 1 ∧
    (∀ j, avg (biased β (fun _ => 0) (bias tilt 0)) (tilt j) = avg peaked (tilt j)) ∧
    ∀ c, biased β (fun _ => 0) (bias tilt c) ≠ peaked := by
  refine ⟨?_, ?_, ?_, ?_⟩
  · intro i
    fin_cases i <;> norm_num [peaked]
  · rw [Fin.sum_univ_three, show peaked 0 = 1 / 4 from rfl, show peaked 1 = 1 / 2 from rfl,
      show peaked 2 = 1 / 4 from rfl]
    norm_num
  · intro j
    simp [avg, biased, bias, tilt, peaked, Fin.sum_univ_three]
  · intro c h
    have hb : bias tilt c 0 + bias tilt c 2 = bias tilt c 1 + bias tilt c 1 := by
      simp [bias, tilt]
    -- a linear tilt keeps the outer product equal to the square of the middle
    have key : biased β (fun _ => 0) (bias tilt c) 0 * biased β (fun _ => 0) (bias tilt c) 2
        = biased β (fun _ => 0) (bias tilt c) 1 * biased β (fun _ => 0) (bias tilt c) 1 := by
      simp only [biased]
      rw [div_mul_div_comm, div_mul_div_comm, ← Real.exp_add, ← Real.exp_add]
      congr 2
      linear_combination (-β) * hb
    rw [h] at key
    rw [show peaked 0 = 1 / 4 from rfl, show peaked 1 = 1 / 2 from rfl,
      show peaked 2 = 1 / 4 from rfl] at key
    norm_num at key

end

end FiniteBasisBias
```

```lean
#print axioms FiniteBasisBias.optimal_iff_averages_match
#print axioms FiniteBasisBias.optimal_unique_up_to_constant
```

```
'FiniteBasisBias.optimal_iff_averages_match' depends on axioms: [propext, Classical.choice, Quot.sound]
'FiniteBasisBias.optimal_unique_up_to_constant' depends on axioms: [propext, Classical.choice, Quot.sound]
```
